# The second-order shift of a level with an energy-dependent exchange interaction

Q: Two bound electrons exchange a photon. Because of retardation, the effective interaction depends on the energy of the state, and that energy is itself shifted by the interaction. If I evaluate the interaction at the unperturbed energy $E_0$, what do I miss at second order?

A: Take one level and real functions of energy: $V(E)$ for one-photon exchange and $W(E)$ for the irreducible two-photon part. Irreducible means here that the level is not itself the intermediate state between two successive exchanges; successive exchanges through other levels belong to $W$. Let the powers of a real coupling parameter $t$ count exchanged photons, so that near $t=0$

$$E(t)=E_0+tV(E(t))+t^2W(E(t)).$$

Assume that $E$ is continuous at $0$, $V$ is differentiable at $E_0$ and $W$ is continuous there. Setting $t=0$ gives $E(0)=E_0$. For $t\neq0$,

$$\frac{E(t)-E_0}{t}=V(E(t))+tW(E(t))\longrightarrow V(E_0),$$

so $E'(0)=V(E_0)$. Now subtract the first-order shift and divide by $t^2$:

$$\frac{E(t)-E_0-tV(E_0)}{t^2}=\frac{V(E(t))-V(E_0)}{t}+W(E(t)).$$

The first term on the right is the difference quotient of $V(E(t))$ at $t=0$. By the chain rule it tends to $V'(E_0)E'(0)=V(E_0)V'(E_0)$, and the second tends to $W(E_0)$. If you keep only $E_0+tV(E_0)$, you miss their sum, times $t^2$ to leading order. If you also include $t^2W(E_0)$, what you miss at second order is $t^2V(E_0)V'(E_0)$ alone. The product $V(E_0)V'(E_0)$ is the reducible contribution.

Q: How much of that physics is in the Lean definition?

A: Only the self-consistency equation and the continuity of the branch at $t=0$.

```lean
import Mathlib

open Filter Topology

namespace EnergyDependentExchange

/-- A branch `E t` of levels, continuous at `t = 0`, that solves the self-consistency equation `E =
E0 + t V(E) + t² W(E)` for small coupling `t`, with one-photon interaction `V` and irreducible
two-photon interaction `W`. -/
def IsDressedLevel (V W E : ℝ → ℝ) (E0 : ℝ) : Prop :=
  ContinuousAt E 0 ∧ ∀ᶠ t in 𝓝 (0 : ℝ), E t = E0 + t * V (E t) + t ^ 2 * W (E t)
```

The quantifier `∀ᶠ t in 𝓝 (0 : ℝ)` means "for all sufficiently small $t$", including $t=0$. The functions are not derived from QED. They stand for real effective interactions in a single level, so decay widths and mixing between degenerate states are absent.

Q: Then is $E(0)=E_0$ a hidden assumption?

A: No, it is the equation read at $t=0$. Continuity then gives $E(t)\to E_0$.

```lean
/-- At zero coupling the dressed level is the unperturbed level. -/
theorem level_at_zero {V W E : ℝ → ℝ} {E0 : ℝ} (h : IsDressedLevel V W E E0) :
    E 0 = E0 := by
  have h0 := h.2.self_of_nhds
  simpa using h0

/-- The dressed level tends to the unperturbed level as the coupling tends to zero. -/
theorem level_tendsto {V W E : ℝ → ℝ} {E0 : ℝ} (h : IsDressedLevel V W E E0) :
    Tendsto E (𝓝 0) (𝓝 E0) := by
  have hE := h.1.tendsto
  rwa [level_at_zero h] at hE
```

Q: You differentiate $E$ at zero, but assumed only continuity.

A: The equation supplies the derivative. In the next proof, `hsum` is the limit of $V(E(t))+tW(E(t))$, and the last lines identify this expression with the difference quotient for $t\neq0$. `HasDerivAt E (V E0) 0` says that the derivative exists and equals $V(E_0)$.

```lean
/-- First order: the derivative of the level with respect to the coupling, at zero coupling,
is the one-photon interaction taken at the unperturbed energy. -/
theorem first_order_shift {V W E : ℝ → ℝ} {E0 : ℝ} (h : IsDressedLevel V W E E0)
    (hV : ContinuousAt V E0) (hW : ContinuousAt W E0) :
    HasDerivAt E (V E0) 0 := by
  rw [hasDerivAt_iff_tendsto_slope]
  have hVE : Tendsto (fun t => V (E t)) (𝓝 0) (𝓝 (V E0)) :=
    hV.tendsto.comp (level_tendsto h)
  have hWE : Tendsto (fun t => W (E t)) (𝓝 0) (𝓝 (W E0)) :=
    hW.tendsto.comp (level_tendsto h)
  have hid : Tendsto (fun t : ℝ => t) (𝓝 0) (𝓝 0) := tendsto_id
  have hsum : Tendsto (fun t => V (E t) + t * W (E t)) (𝓝 0) (𝓝 (V E0)) := by
    have hs := hVE.add (hid.mul hWE)
    rwa [zero_mul, add_zero] at hs
  -- the difference quotient of the level is `V(E) + t W(E)`
  refine (hsum.mono_left nhdsWithin_le_nhds).congr' ?_
  filter_upwards [h.2.filter_mono nhdsWithin_le_nhds, self_mem_nhdsWithin] with t ht hne
  have hne' : t ≠ 0 := hne
  rw [slope_def_field, level_at_zero h, sub_zero, eq_div_iff hne']
  linear_combination -ht
```

Q: And the second-order step is the same calculation as yours?

A: Yes. In the code `V'` is a number, the derivative of $V$ at $E_0$. The chain rule is `hcomp`, rewritten as a limit of difference quotients; adding `hWE` gives the limit of the right-hand side above. The final `linear_combination` checks the algebraic identity after multiplication by $t^2$. The filter `𝓝[≠] 0` restricts the limit to nonzero $t$.

```lean
/-- Second order: beyond the first-order shift, the level moves by `t²` times the sum of the
irreducible term `W(E0)` and the reducible energy-derivative term `V(E0) V'(E0)`, to leading
order in the coupling. -/
theorem second_order_shift {V W E : ℝ → ℝ} {E0 V' : ℝ} (h : IsDressedLevel V W E E0)
    (hV : HasDerivAt V V' E0) (hW : ContinuousAt W E0) :
    Tendsto (fun t => (E t - E0 - t * V E0) / t ^ 2) (𝓝[≠] 0)
      (𝓝 (W E0 + V E0 * V')) := by
  have h0 := level_at_zero h
  have hE := first_order_shift h hV.continuousAt hW
  -- chain rule for the interaction along the dressed level
  have hV0 : HasDerivAt V V' (E 0) := by rw [h0]; exact hV
  have hcomp : HasDerivAt (fun t => V (E t)) (V' * V E0) 0 := hV0.comp 0 hE
  rw [hasDerivAt_iff_tendsto_slope] at hcomp
  have hWE : Tendsto (fun t => W (E t)) (𝓝[≠] 0) (𝓝 (W E0)) :=
    (hW.tendsto.comp (level_tendsto h)).mono_left nhdsWithin_le_nhds
  have hsum := hWE.add hcomp
  rw [mul_comm V' (V E0)] at hsum
  refine hsum.congr' ?_
  filter_upwards [h.2.filter_mono nhdsWithin_le_nhds, self_mem_nhdsWithin] with t ht hne
  have hne' : t ≠ 0 := hne
  rw [slope_def_field, h0, sub_zero, eq_div_iff (pow_ne_zero 2 hne')]
  have hq : (V (E t) - V E0) / t * t = V (E t) - V E0 := div_mul_cancel₀ _ hne'
  linear_combination t * hq - ht
```

Q: What if I keep one-photon exchange alone?

A: Set $W=0$. The limit is then $V(E_0)V'(E_0)$, with the derivative written `deriv V E0`. The proof feeds the zero function into the general theorem.

```lean
/-- With one-photon exchange alone, `E = E0 + t V(E)`, the second-order coefficient of the
level is the reducible energy-derivative contribution `V(E0) V'(E0)`. -/
theorem reducible_shift {V E : ℝ → ℝ} {E0 : ℝ} (hV : DifferentiableAt ℝ V E0)
    (hE : ContinuousAt E 0) (heq : ∀ᶠ t in 𝓝 (0 : ℝ), E t = E0 + t * V (E t)) :
    Tendsto (fun t => (E t - E0 - t * V E0) / t ^ 2) (𝓝[≠] 0)
      (𝓝 (V E0 * deriv V E0)) := by
  have h : IsDressedLevel V (fun _ => 0) E E0 := by
    refine ⟨hE, ?_⟩
    filter_upwards [heq] with t ht
    show E t = E0 + t * V (E t) + t ^ 2 * 0
    linear_combination ht
  have hs := second_order_shift h hV.hasDerivAt continuousAt_const
  rwa [zero_add] at hs
```

Q: My real worry is gauge. Two photon gauges can give the same $V(E_0)$ and different $V'(E_0)$. Does the level then depend on the gauge?

A: Not through second order, provided the two-photon terms compensate. Label the descriptions 1 and 2, with derivatives $D_1$ and $D_2$ at $E_0$, and assume $V_1(E_0)=V_2(E_0)$, which is `hon`. Subtracting the two second-order limits cancels the common first-order shift:

$$\frac{E_1(t)-E_2(t)}{t^2}\longrightarrow W_1(E_0)-W_2(E_0)+V_1(E_0)(D_1-D_2).$$

```lean
/-- Two descriptions whose one-photon interactions agree at the unperturbed energy give levels
whose difference, divided by `t²`, tends to the difference of the irreducible terms plus
`V(E0)` times the difference of the energy derivatives. -/
theorem level_difference {V₁ W₁ E₁ V₂ W₂ E₂ : ℝ → ℝ} {E0 D₁ D₂ : ℝ}
    (h₁ : IsDressedLevel V₁ W₁ E₁ E0) (h₂ : IsDressedLevel V₂ W₂ E₂ E0)
    (hV₁ : HasDerivAt V₁ D₁ E0) (hV₂ : HasDerivAt V₂ D₂ E0)
    (hW₁ : ContinuousAt W₁ E0) (hW₂ : ContinuousAt W₂ E0) (hon : V₁ E0 = V₂ E0) :
    Tendsto (fun t => (E₁ t - E₂ t) / t ^ 2) (𝓝[≠] 0)
      (𝓝 (W₁ E0 - W₂ E0 + V₁ E0 * (D₁ - D₂))) := by
  have hs := (second_order_shift h₁ hV₁ hW₁).sub (second_order_shift h₂ hV₂ hW₂)
  have hlim : W₁ E0 + V₁ E0 * D₁ - (W₂ E0 + V₂ E0 * D₂)
      = W₁ E0 - W₂ E0 + V₁ E0 * (D₁ - D₂) := by
    rw [← hon]; ring
  rw [hlim] at hs
  -- the common first-order shift cancels
  refine hs.congr fun t => ?_
  rw [← hon, ← sub_div]
  congr 1
  ring
```

The levels agree through second order exactly when this limit vanishes, that is, when $W_2(E_0)-W_1(E_0)=V_1(E_0)(D_1-D_2)$. One direction uses uniqueness of limits, the other substitutes the condition.

```lean
/-- Two descriptions (such as two photon gauges) with the same one-photon interaction at the
unperturbed energy give the same level through second order exactly when their irreducible
two-photon terms compensate the difference of their reducible terms. -/
theorem second_order_agreement_iff {V₁ W₁ E₁ V₂ W₂ E₂ : ℝ → ℝ} {E0 D₁ D₂ : ℝ}
    (h₁ : IsDressedLevel V₁ W₁ E₁ E0) (h₂ : IsDressedLevel V₂ W₂ E₂ E0)
    (hV₁ : HasDerivAt V₁ D₁ E0) (hV₂ : HasDerivAt V₂ D₂ E0)
    (hW₁ : ContinuousAt W₁ E0) (hW₂ : ContinuousAt W₂ E0) (hon : V₁ E0 = V₂ E0) :
    Tendsto (fun t => (E₁ t - E₂ t) / t ^ 2) (𝓝[≠] 0) (𝓝 0) ↔
      W₂ E0 - W₁ E0 = V₁ E0 * (D₁ - D₂) := by
  have hd := level_difference h₁ h₂ hV₁ hV₂ hW₁ hW₂ hon
  constructor
  · intro hz
    have hu := tendsto_nhds_unique hd hz
    linear_combination -hu
  · intro hc
    have hz : W₁ E0 - W₂ E0 + V₁ E0 * (D₁ - D₂) = 0 := by linear_combination -hc
    rwa [hz] at hd
```

Q: So gauge invariance is proved?

A: No. The theorem states the condition that two descriptions must meet; whether two particular gauges meet it has to come from their $V$ and $W$. For electronic-structure work with energy-dependent interactions, the lesson within this one-level model is that reducible and irreducible terms should be compared together.

Q: Does any branch $E(t)$ satisfy your definition?

A: Take $V(e)=a+b(e-E_0)$ and constant $W=c$. The equation is linear in $E-E_0$, and solving it gives

$$E(t)=E_0+\frac{ta+t^2c}{1-tb}.$$

Its expansion begins $E_0+ta+t^2(c+ab)$, as expected from $V(E_0)=a$ and $V'(E_0)=b$. The proof uses that $1-tb$ is nonzero for small $t$, then verifies the equation by clearing the denominator.

```lean
/-- For a one-photon interaction linear in the energy and a constant two-photon term, `E0 + (t a +
t² c) / (1 - t b)` is a dressed level. -/
theorem dressedLevel_witness (E0 a b c : ℝ) :
    IsDressedLevel (fun e => a + b * (e - E0)) (fun _ => c)
      (fun t => E0 + (t * a + t ^ 2 * c) / (1 - t * b)) E0 := by
  have hden : ContinuousAt (fun t : ℝ => 1 - t * b) 0 := by fun_prop
  have hnum : ContinuousAt (fun t : ℝ => t * a + t ^ 2 * c) 0 := by fun_prop
  have hne : (1 : ℝ) - 0 * b ≠ 0 := by simp
  refine ⟨continuousAt_const.add (hnum.div hden hne), ?_⟩
  -- the denominator does not vanish for small coupling
  filter_upwards [hden.eventually_ne hne] with t ht
  have hq : (t * a + t ^ 2 * c) / (1 - t * b) * (1 - t * b) = t * a + t ^ 2 * c :=
    div_mul_cancel₀ _ ht
  show E0 + (t * a + t ^ 2 * c) / (1 - t * b)
    = E0 + t * (a + b * (E0 + (t * a + t ^ 2 * c) / (1 - t * b) - E0)) + t ^ 2 * c
  linear_combination hq

end EnergyDependentExchange
```

```lean
#print axioms EnergyDependentExchange.second_order_shift
#print axioms EnergyDependentExchange.reducible_shift
#print axioms EnergyDependentExchange.second_order_agreement_iff
```

```
'EnergyDependentExchange.second_order_shift' depends on axioms: [propext, Classical.choice, Quot.sound]
'EnergyDependentExchange.reducible_shift' depends on axioms: [propext, Classical.choice, Quot.sound]
'EnergyDependentExchange.second_order_agreement_iff' depends on axioms: [propext, Classical.choice, Quot.sound]
```
